# Normal modes of a Holstein dimer with equal phonons: total charge drives one mode, charge difference the other

A phonon operator can be modelled as a map on a Hilbert space or as a symbol obeying algebraic rules. Here it is the second: every operator is an element of a real algebra, and the creation operator bⱼ is a separate element tied to the annihilation operator aⱼ only by commutation relations. No inner product enters, so bⱼ is not declared to be the adjoint of aⱼ.

With Hilbert-space operators and bⱼ = aⱼ†, one could also speak of self-adjointness and spectra. Since boson operators are unbounded, each product would then need a domain. The algebraic version avoids domains and yields operator identities, not eigenvalues.

```lean
import Mathlib

open MvPolynomial

namespace HolsteinDimer

noncomputable section

variable {A : Type*} [Ring A] [Algebra ℝ A]
```

Mathlib is imported, and `A` is fixed as any ring with real scalars. Multiplication in `A` need not commute. A real number r times an operator u is written `r • u`.

## Bosons, electrons and the Hamiltonian

```lean
/-- Two independent boson modes with annihilation operators `a₁, a₂` and creation
operators `b₁, b₂`. -/
structure IndependentModes {R : Type*} [Ring R] (a₁ b₁ a₂ b₂ : R) : Prop where
  ccr₁ : a₁ * b₁ - b₁ * a₁ = 1
  ccr₂ : a₂ * b₂ - b₂ * a₂ = 1
  ab : a₁ * b₂ = b₂ * a₁
  ba : a₂ * b₁ = b₁ * a₂
  aa : a₁ * a₂ = a₂ * a₁
  bb : b₁ * b₂ = b₂ * b₁
```

A structure of type `Prop` is a list of conditions. With [x, y] = xy − yx, this one says

[a₁, b₁] = [a₂, b₂] = 1,

and that operators belonging to different modes commute.

```lean
/-- The operator `x` commutes with all four ladder operators. -/
def CommutesWithModes {R : Type*} [Ring R] (x a₁ b₁ a₂ b₂ : R) : Prop :=
  Commute x a₁ ∧ Commute x b₁ ∧ Commute x a₂ ∧ Commute x b₂
```

`Commute x y` means xy = yx. The definition collects four such statements for an operator x that does not act on the phonons.

```lean
/-- The operators of a Holstein dimer: electronic Hamiltonian `K`, site occupations `n₁, n₂`
and two phonon modes, where `K` conserves the total charge. -/
structure IsDimer {R : Type*} [Ring R] (K n₁ n₂ a₁ b₁ a₂ b₂ : R) : Prop where
  modes : IndependentModes a₁ b₁ a₂ b₂
  hK : CommutesWithModes K a₁ b₁ a₂ b₂
  h₁ : CommutesWithModes n₁ a₁ b₁ a₂ b₂
  h₂ : CommutesWithModes n₂ a₁ b₁ a₂ b₂
  occ : Commute n₁ n₂
  charge : Commute K (n₁ + n₂)
```

`IsDimer` describes the physical system. The electronic Hamiltonian K and the site occupations n₁, n₂ commute with the phonons, which excludes hopping that depends on the lattice displacement. The occupations commute with each other. The field `charge` says that K commutes with n₁ + n₂: electrons may hop and interact, but none enter or leave the dimer.

```lean
/-- The symmetric combination `(u + v)/√2`. -/
def sym (u v : A) : A := (√2)⁻¹ • (u + v)

/-- The antisymmetric combination `(u - v)/√2`. -/
def anti (u v : A) : A := (√2)⁻¹ • (u - v)
```

These define the normal-mode combinations. In ordinary notation,

a₊ = (a₁ + a₂)/√2, b₊ = (b₁ + b₂)/√2,

a₋ = (a₁ − a₂)/√2, b₋ = (b₁ − b₂)/√2.

```lean
/-- One oscillator of frequency `ω` whose displacement `a + b` couples to `n` with strength `γ`. -/
def modeH (ω γ : ℝ) (n a b : A) : A := ω • (b * a) + γ • (n * (a + b))
```

This is one oscillator with linear coupling of strength γ to an operator n:

ω b a + γ n (a + b).

Units have ħ = 1, the zero-point energy is omitted, and the displacement is a + b without a prefactor.

```lean
/-- The Holstein dimer Hamiltonian: electrons, two equal local phonons and local coupling. -/
def dimerH (ω g : ℝ) (K n₁ n₂ a₁ b₁ a₂ b₂ : A) : A :=
  K + ω • (b₁ * a₁ + b₂ * a₂) + g • (n₁ * (a₁ + b₁) + n₂ * (a₂ + b₂))
```

With xⱼ = aⱼ + bⱼ, the dimer Hamiltonian is

H = K + ω(b₁a₁ + b₂a₂) + g(n₁x₁ + n₂x₂).

The constant g measures how strongly an electron on a site displaces that site's own oscillator. Both sites share the same ω and g.

## The change of modes

```lean
private lemma half_mul (u v : A) :
    ((√2)⁻¹ • u) * ((√2)⁻¹ • v) = (1 / 2 : ℝ) • (u * v) := by
  rw [smul_mul_assoc, mul_smul_comm, smul_smul, ← mul_inv,
    Real.mul_self_sqrt (by norm_num), one_div]
```

This helper lemma, used in the next two proofs, combines the factors 1/√2: (u/√2)(v/√2) = uv/2.

```lean
/-- The symmetric and antisymmetric combinations of two independent boson modes are again
independent boson modes. -/
theorem normal_modes {a₁ b₁ a₂ b₂ : A} (h : IndependentModes a₁ b₁ a₂ b₂) :
    IndependentModes (sym a₁ a₂) (sym b₁ b₂) (anti a₁ a₂) (anti b₁ b₂) := by
  have e₁ : a₁ * b₁ = b₁ * a₁ + 1 := sub_eq_iff_eq_add'.mp h.ccr₁
  have e₂ : a₂ * b₂ = b₂ * a₂ + 1 := sub_eq_iff_eq_add'.mp h.ccr₂
  -- expand and bring every product to normal order
  constructor <;>
    simp only [sym, anti, half_mul, mul_add, add_mul, mul_sub, sub_mul, e₁, e₂,
      h.ab, h.ba, h.aa, h.bb] <;> module
```

The theorem takes a proof `h` that the local modes are independent bosons and returns the same statement for the normal modes. By hand, the commutators within each mode are

[a₊, b₊] = ½([a₁, b₁] + [a₁, b₂] + [a₂, b₁] + [a₂, b₂]) = ½(1 + 0 + 0 + 1) = 1,

[a₋, b₋] = ½([a₁, b₁] − [a₁, b₂] − [a₂, b₁] + [a₂, b₂]) = ½(1 − 0 − 0 + 1) = 1.

Between the modes,

[a₊, b₋] = ½([a₁, b₁] − [a₁, b₂] + [a₂, b₁] − [a₂, b₂]) = ½(1 − 1) = 0,

[a₋, b₊] = ½([a₁, b₁] + [a₁, b₂] − [a₂, b₁] − [a₂, b₂]) = ½(1 − 1) = 0,

[a₊, a₋] = −[a₁, a₂] = 0, [b₊, b₋] = −[b₁, b₂] = 0.

In the proof, `constructor` splits the claim into these six relations. `simp only` expands the products and moves creation operators to the left, and `module` checks the remaining linear combination.

```lean
/-- The total phonon number is the same in the local and in the normal modes. -/
theorem total_number (a₁ b₁ a₂ b₂ : A) :
    sym b₁ b₂ * sym a₁ a₂ + anti b₁ b₂ * anti a₁ a₂ = b₁ * a₁ + b₂ * a₂ := by
  simp only [sym, anti, half_mul, mul_add, add_mul, mul_sub, sub_mul]
  module
```

The phonon number is preserved because the cross terms cancel in the sum of

b₊a₊ = ½(b₁a₁ + b₁a₂ + b₂a₁ + b₂a₂),

b₋a₋ = ½(b₁a₁ − b₁a₂ − b₂a₁ + b₂a₂).

No commutation relation is used, so the theorem has no hypothesis about the modes.

```lean
/-- The local coupling joins the symmetric mode to `n₁ + n₂` and the antisymmetric mode to
`n₁ - n₂`, each with strength `g/√2`. -/
theorem coupling (g : ℝ) (n₁ n₂ a₁ b₁ a₂ b₂ : A) :
    g • (n₁ * (a₁ + b₁) + n₂ * (a₂ + b₂)) =
      (g / √2) • ((n₁ + n₂) * (sym a₁ a₂ + sym b₁ b₂)
        + (n₁ - n₂) * (anti a₁ a₂ + anti b₁ b₂)) := by
  have hs : (√2)⁻¹ * (√2)⁻¹ = (1 / 2 : ℝ) := by
    rw [← mul_inv, Real.mul_self_sqrt (by norm_num), one_div]
  have k : (g / √2) • ((n₁ + n₂) * (sym a₁ a₂ + sym b₁ b₂)
        + (n₁ - n₂) * (anti a₁ a₂ + anti b₁ b₂)) =
      (g * ((√2)⁻¹ * (√2)⁻¹)) • ((n₁ + n₂) * (a₁ + a₂ + (b₁ + b₂))
        + (n₁ - n₂) * (a₁ - a₂ + (b₁ - b₂))) := by
    simp only [sym, anti, div_eq_mul_inv, ← smul_add, mul_smul_comm, smul_smul, mul_assoc]
  rw [k, hs]
  simp only [mul_add, add_mul, mul_sub, sub_mul]
  module
```

Write X± = a± + b±, so that X± = (x₁ ± x₂)/√2. The right-hand side is then

(g/√2)[(n₁ + n₂)X₊ + (n₁ − n₂)X₋]

= (g/2)[(n₁ + n₂)(x₁ + x₂) + (n₁ − n₂)(x₁ − x₂)]

= g(n₁x₁ + n₂x₂).

The terms n₁x₂ and n₂x₁ cancel. The step `k` gathers the two factors 1/√2, `hs` replaces their product by 1/2, and the rest is expansion. This identity also holds without any commutation relation.

## Two commuting parts

```lean
private lemma CommutesWithModes.normal {x a₁ b₁ a₂ b₂ : A}
    (h : CommutesWithModes x a₁ b₁ a₂ b₂) :
    CommutesWithModes x (sym a₁ a₂) (sym b₁ b₂) (anti a₁ a₂) (anti b₁ b₂) :=
  ⟨(h.1.add_right h.2.2.1).smul_right _, (h.2.1.add_right h.2.2.2).smul_right _,
    (h.1.sub_right h.2.2.1).smul_right _, (h.2.1.sub_right h.2.2.2).smul_right _⟩
```

An operator that commutes with all local ladder operators commutes with their sums, differences and multiples, hence with the normal modes.

```lean
private lemma commute_modeH {x n a b : A} (hn : Commute x n) (ha : Commute x a)
    (hb : Commute x b) (ω γ : ℝ) : Commute x (modeH ω γ n a b) :=
  ((hb.mul_right ha).smul_right ω).add_right
    ((hn.mul_right (ha.add_right hb)).smul_right γ)
```

Likewise, an operator that commutes with n, a and b commutes with the oscillator Hamiltonian built from them.

```lean
/-- The Holstein dimer Hamiltonian is the sum of two commuting parts: the symmetric mode driven
by the total charge, and the electrons coupled to the antisymmetric mode through `n₁ - n₂`. -/
theorem dimer_separation {K n₁ n₂ a₁ b₁ a₂ b₂ : A} (d : IsDimer K n₁ n₂ a₁ b₁ a₂ b₂)
    (ω g : ℝ) :
    dimerH ω g K n₁ n₂ a₁ b₁ a₂ b₂ =
        modeH ω (g / √2) (n₁ + n₂) (sym a₁ a₂) (sym b₁ b₂)
          + (K + modeH ω (g / √2) (n₁ - n₂) (anti a₁ a₂) (anti b₁ b₂)) ∧
      Commute (modeH ω (g / √2) (n₁ + n₂) (sym a₁ a₂) (sym b₁ b₂))
        (K + modeH ω (g / √2) (n₁ - n₂) (anti a₁ a₂) (anti b₁ b₂)) := by
  constructor
  · rw [dimerH, ← total_number a₁ b₁ a₂ b₂, coupling g]
    simp only [modeH]
    module
  · have m := normal_modes d.modes
    have kK := d.hK.normal
    have k₁ := d.h₁.normal
    have k₂ := d.h₂.normal
    have hN : Commute (n₁ + n₂) (n₁ - n₂) :=
      ((Commute.refl n₁).sub_right d.occ).add_left (d.occ.symm.sub_right (Commute.refl n₂))
    -- total charge, symmetric annihilator and symmetric creator each commute with the rest
    have c₀ := d.charge.symm.add_right (commute_modeH hN
      (k₁.2.2.1.add_left k₂.2.2.1) (k₁.2.2.2.add_left k₂.2.2.2) ω (g / √2))
    have c₁ := kK.1.symm.add_right (commute_modeH (k₁.1.sub_left k₂.1).symm
      m.aa m.ab ω (g / √2))
    have c₂ := kK.2.1.symm.add_right (commute_modeH (k₁.2.1.sub_left k₂.2.1).symm
      m.ba.symm m.bb ω (g / √2))
    exact (commute_modeH c₀.symm c₁.symm c₂.symm ω (g / √2)).symm
```

Let N = n₁ + n₂ and D = n₁ − n₂. The theorem states H = H₊ + H_rest, with

H₊ = ω b₊a₊ + (g/√2) N X₊,

H_rest = K + ω b₋a₋ + (g/√2) D X₋,

and, after the symbol `∧` ("and"), that the two parts commute.

The sum follows by inserting the number and coupling identities into H. For the commutator, it is enough that each of N, a₊ and b₊ commutes with H_rest:

- N commutes with K by charge conservation, with D because [N, D] = −2[n₁, n₂] = 0, and with a₋ and b₋ because the occupations do not act on the phonons.
- a₊ and b₊ commute with K and D for the same reason, and with a₋ and b₋ because the normal modes are independent.

These are the proof's `c₀`, `c₁` and `c₂`, which the last line combines.

Charge conservation matters here. Take two electronic states, "site 1 holds two electrons of opposite spin" and "site 1 empty", with n₂ = 0, and let K exchange them, as a mean-field pairing term does:

N = n₁ = diag(2, 0), K = (0 1; 1 0).

All other conditions can be kept, but now

[H₊, H_rest] = (g/√2)[N, K]X₊ = √2 g (0 1; −1 0)X₊,

which is nonzero for g ≠ 0 in the usual boson representation. The Hamiltonian still splits as a sum, but its parts no longer commute.

For this two-site model with equal frequencies and linear on-site coupling, an exact diagonalisation at fixed charge therefore has to treat only the antisymmetric mode together with the electrons.

## The polaron shift

```lean
/-- Completing the square when `n` commutes with `b`: a linear coupling of strength `ω * c` is
absorbed by adding `c • n` to both `a` and `b` and subtracting `ω c² n²`. -/
theorem displaced_mode {n b : A} (a : A) (h : Commute n b) (ω c : ℝ) :
    modeH ω (ω * c) n a b =
      ω • ((b + c • n) * (a + c • n)) - (ω * c ^ 2) • (n * n) := by
  simp only [modeH, mul_add, add_mul, smul_mul_assoc, mul_smul_comm, h.eq]
  module
```

This is completing the square. If n commutes with b, then

ω(b + cn)(a + cn) = ω b a + ωc(b n + n a) + ωc² n²

= ω b a + ωc n(a + b) + ωc² n².

Subtracting ωc² n² leaves the coupled oscillator. The hypothesis `h` is used once, to exchange b and n.

```lean
/-- For nonzero phonon frequency, the symmetric mode of the dimer is an oscillator displaced in
proportion to the total charge `N = n₁ + n₂`, with the energy term `-g² N²/(2ω)`. -/
theorem dimer_polaron_shift {K n₁ n₂ a₁ b₁ a₂ b₂ : A} (d : IsDimer K n₁ n₂ a₁ b₁ a₂ b₂)
    {ω : ℝ} (hω : ω ≠ 0) (g : ℝ) :
    dimerH ω g K n₁ n₂ a₁ b₁ a₂ b₂ =
      (ω • ((sym b₁ b₂ + (g / (√2 * ω)) • (n₁ + n₂))
          * (sym a₁ a₂ + (g / (√2 * ω)) • (n₁ + n₂)))
        - (g ^ 2 / (2 * ω)) • ((n₁ + n₂) * (n₁ + n₂)))
      + (K + modeH ω (g / √2) (n₁ - n₂) (anti a₁ a₂) (anti b₁ b₂)) := by
  have h₁ : g / √2 = ω * (g / (√2 * ω)) := by field_simp
  have h₂ : ω * (g / (√2 * ω)) ^ 2 = g ^ 2 / (2 * ω) := by
    rw [div_pow, mul_pow, Real.sq_sqrt (by norm_num)]
    field_simp
  have hc : Commute (n₁ + n₂) (sym b₁ b₂) := d.h₁.normal.2.1.add_left d.h₂.normal.2.1
  have q := displaced_mode (sym a₁ a₂) hc ω (g / (√2 * ω))
  rw [← h₁, h₂] at q
  rw [(dimer_separation d ω g).1, q]
```

Apply this to H₊ with c = g/(√2 ω), which requires ω ≠ 0. Then ωc = g/√2 and ωc² = g²/(2ω), so

H₊ = ω(b₊ + cN)(a₊ + cN) − g²N²/(2ω).

In the proof, `h₁` and `h₂` are these two evaluations of constants, `hc` says that N commutes with b₊, and `q` is the completed square. The energy term is an operator; for one electron, N = 1 and it is the constant −g²/(2ω). This is only the symmetric mode's part of the polaron shift: for one electron held on one site, without hopping, the antisymmetric mode contributes the same amount, and the two add up to the usual −g²/ω. Since N commutes with a₊ and b₊, the displaced pair again has commutator 1, a short check by hand that is not part of the theorem.

## One electron on two sites

The remaining definitions build a concrete system that satisfies every condition in `IsDimer`.

```lean
/-- Operators on real polynomials in two variables, one variable per phonon mode. -/
abbrev PhononOp := Module.End ℝ (MvPolynomial (Fin 2) ℝ)
```

Phonon operators are linear maps on real polynomials in two variables, numbered 0 and 1 in Lean.

```lean
/-- Annihilation operator of mode `i`: the partial derivative. -/
def lower (i : Fin 2) : PhononOp := (pderiv i).toLinearMap

/-- Creation operator of mode `i`: multiplication by the variable. -/
def lift (i : Fin 2) : PhononOp := LinearMap.mulLeft ℝ (X i)
```

Annihilation is the partial derivative ∂ᵢ, and creation is multiplication by the variable Xᵢ. The monomial X₀ᵐX₁ⁿ stands for √(m! n!) times the normalised state with m and n phonons.

```lean
/-- A phonon operator acting identically on both electronic site states. -/
def phonon (x : PhononOp) : Matrix (Fin 2) (Fin 2) PhononOp := Matrix.scalar (Fin 2) x

/-- A real two-site electronic matrix acting trivially on the phonons. -/
def electron (M : Matrix (Fin 2) (Fin 2) ℝ) : Matrix (Fin 2) (Fin 2) PhononOp :=
  (algebraMap ℝ PhononOp).mapMatrix M
```

The full operators are 2×2 matrices whose entries are phonon operators. A phonon operator sits on the diagonal, the same for both sites; an electronic matrix has plain numbers as entries.

```lean
private lemma polynomial_modes : IndependentModes (lower 0) (lift 0) (lower 1) (lift 1) := by
  let D (i : Fin 2) : Derivation ℝ (MvPolynomial (Fin 2) ℝ) (MvPolynomial (Fin 2) ℝ) :=
    pderiv i
  have hd : ⁅D 0, D 1⁆ = 0 :=
    MvPolynomial.derivation_ext fun i => by
      fin_cases i <;> simp [D, Derivation.commutator_apply, pderiv_X]
  -- partial derivatives commute
  have haa : lower 0 * lower 1 = lower 1 * lower 0 := by
    refine LinearMap.ext fun p => ?_
    have e : D 0 (D 1 p) - D 1 (D 0 p) = 0 := by
      rw [← Derivation.commutator_apply, hd]
      rfl
    exact sub_eq_zero.mp e
  refine ⟨?_, ?_, ?_, ?_, haa, ?_⟩ <;> refine LinearMap.ext fun p => ?_
  all_goals
    simp [lower, lift, Module.End.mul_apply, Derivation.leibniz, pderiv_X]
  all_goals ring
```

The boson relation is the product rule:

∂ᵢ(Xᵢ p) − Xᵢ ∂ᵢp = p.

Multiplications by variables commute, and ∂ᵢ passes through the other variable. That the two partial derivatives commute is shown by noting that their commutator is a derivation that vanishes on both variables, and hence everywhere.

```lean
private lemma electron_phonon (M : Matrix (Fin 2) (Fin 2) ℝ) (x : PhononOp) :
    Commute (electron M) (phonon x) := by
  change electron M * phonon x = phonon x * electron M
  refine Matrix.ext fun i j => ?_
  simp only [electron, phonon, RingHom.mapMatrix_apply, Matrix.scalar_apply,
    Matrix.mul_diagonal, Matrix.diagonal_mul, Matrix.map_apply]
  exact Algebra.commutes _ _
```

Electronic matrices commute with phonon operators, because numbers commute with linear maps.

```lean
/-- One electron hopping between two sites with amplitude `-t`, together with two phonon modes
on polynomials, satisfies the relations of a Holstein dimer. -/
theorem isDimer_witness (t : ℝ) :
    IsDimer (electron !![0, -t; -t, 0]) (electron !![1, 0; 0, 0]) (electron !![0, 0; 0, 1])
      (phonon (lower 0)) (phonon (lift 0)) (phonon (lower 1)) (phonon (lift 1)) := by
  have h := polynomial_modes
  have hc (M : Matrix (Fin 2) (Fin 2) ℝ) : CommutesWithModes (electron M)
      (phonon (lower 0)) (phonon (lift 0)) (phonon (lower 1)) (phonon (lift 1)) :=
    ⟨electron_phonon M _, electron_phonon M _, electron_phonon M _, electron_phonon M _⟩
  refine ⟨?_, hc _, hc _, hc _, ?_, ?_⟩
  · constructor <;> simp only [phonon, ← map_mul, ← map_sub, h.ccr₁, h.ccr₂, h.ab, h.ba,
      h.aa, h.bb, map_one]
  · refine Commute.map ?_ (algebraMap ℝ PhononOp).mapMatrix
    change _ * _ = _ * _
    ext i j
    fin_cases i <;> fin_cases j <;> simp [Matrix.mul_apply, Fin.sum_univ_two]
  · unfold electron
    rw [← map_add]
    refine Commute.map ?_ (algebraMap ℝ PhononOp).mapMatrix
    -- the two occupations add up to the identity
    have h1 : (!![1, 0; 0, 0] + !![0, 0; 0, 1] : Matrix (Fin 2) (Fin 2) ℝ) = 1 := by
      ext i j
      fin_cases i <;> fin_cases j <;> simp
    rw [h1]
    exact Commute.one_right _

end

end HolsteinDimer
```

For every real t, the matrices

K = (0 −t; −t 0), n₁ = diag(1, 0), n₂ = diag(0, 1)

satisfy the dimer conditions. The diagonal occupations commute, and n₁ + n₂ is the identity, so K conserves the charge. In this one-electron case, what remains beside the displaced oscillator is a two-level system coupled to a single mode, which has the form of the quantum Rabi model.

```lean
#print axioms HolsteinDimer.dimer_separation
#print axioms HolsteinDimer.dimer_polaron_shift
```

```
'HolsteinDimer.dimer_separation' depends on axioms: [propext, Classical.choice, Quot.sound]
'HolsteinDimer.dimer_polaron_shift' depends on axioms: [propext, Classical.choice, Quot.sound]
```
